# The four-corner formula gives the mixed derivative exactly for two-variable polynomials of total degree at most 3

Suppose an electronic-structure program returns the energy p(x, y) of a molecule at displacements x and y of two nuclear coordinates, but no derivatives. The force constant that couples the two coordinates is the mixed derivative p_xy. It can be estimated from four energies, computed at the corners of a rectangle with half-widths h and k:

D = [p(x+h, y+k) − p(x+h, y−k) − p(x−h, y+k) + p(x−h, y−k)] / (4hk)

How much do the anharmonic terms of the surface contaminate this estimate? If p is a real polynomial of total degree at most 3 and h and k are nonzero, they do not contaminate it at all: D = p_xy(x, y) at every point. Quartic terms can spoil the result.

## The error from quartic and quintic terms

Take first a monomial p = f(x) g(y), with f(x) = c xᵃ and g(y) = yᵇ. The signed corner sum S, the numerator of D, factorises:

S = [f(x+h) − f(x−h)] · [g(y+k) − g(y−k)]

In the binomial expansion of each bracket the even powers of the step cancel and the odd powers double:

f(x+h) − f(x−h) = 2h [f′ + (h²/6) f‴ + (h⁴/120) f⁗′ + …]

g(y+k) − g(y−k) = 2k [g′ + (k²/6) g‴ + (k⁴/120) g⁗′ + …]

Here f⁗′ and g⁗′ are fifth derivatives, and both series terminate. Multiplying them gives

S = 4hk [f′g′ + (h²/6) f‴g′ + (k²/6) f′g‴ + R]

Every term of R contains at least six derivatives in total. If a + b ≤ 5, each such term differentiates xᵃ more than a times or yᵇ more than b times, so R = 0. Both sides are additive in p, and a polynomial is a sum of monomials. Hence, for total degree at most 5 and nonzero steps,

D = p_xy + (h²/6) p_xxxy + (k²/6) p_xyyy

with all derivatives taken at (x, y). For total degree at most 3 the two fourth derivatives vanish, which leaves D = p_xy.

The smallest case with a nonzero answer is p = xy. There S = (2h)(2k) = 4hk, so D = 1 = p_xy whatever the steps.

For p = x³y at the origin, the four signed corner terms are each h³k. Their sum is 4h³k and D = h², whereas p_xy = 3x² is 0 there.

Within degree 5 the error formula also decides when the estimate at a given point is exact for all nonzero steps. Write A = p_xxxy and B = p_xyyy at that point. Exactness for (h, k) = (1, 1) gives A + B = 0, and for (2, 1) it gives 4A + B = 0. Subtracting, 3A = 0, so A = B = 0. Conversely, if A = B = 0 the error is zero for every choice of steps.

## The surface and the stencil in Lean

```lean
import Mathlib

open MvPolynomial

namespace MixedDerivativeStencil

noncomputable section
```

The energy surface is an `MvPolynomial (Fin 2) ℝ`, a polynomial with real coefficients in two variables. Variable `0` is x and variable `1` is y; `eval ![x, y] p` is the energy p(x, y).

```lean
/-- The mixed second derivative `p_xy` of a polynomial surface `p(x, y)`. -/
def mixed (p : MvPolynomial (Fin 2) ℝ) : MvPolynomial (Fin 2) ℝ :=
  pderiv 0 (pderiv 1 p)
```

The operator `pderiv` is the formal partial derivative, which for polynomials agrees with the derivative of calculus. `mixed` differentiates in y and then in x.

```lean
/-- The signed sum of the values of `p` at the four corners `(x ± h, y ± k)`. -/
def cornerSum (p : MvPolynomial (Fin 2) ℝ) (h k x y : ℝ) : ℝ :=
  eval ![x + h, y + k] p - eval ![x + h, y - k] p
    - eval ![x - h, y + k] p + eval ![x - h, y - k] p

/-- The four-corner finite-difference estimate of the mixed derivative at `(x, y)`
with steps `h` and `k`. -/
def fourCorner (p : MvPolynomial (Fin 2) ℝ) (h k x y : ℝ) : ℝ :=
  cornerSum p h k x y / (4 * h * k)
```

These are S and D. The energies are exact real numbers, so rounding and incomplete self-consistency are not modelled, nor are surfaces that are not polynomials.

## Reduction to monomials

```lean
/-- The value of the monomial `c x^a y^b` at a point. -/
theorem eval_term (c x y : ℝ) (a b : ℕ) :
    eval ![x, y] (C c * X 0 ^ a * X 1 ^ b : MvPolynomial (Fin 2) ℝ)
      = c * x ^ a * y ^ b := by
  simp

/-- The two first partial derivatives of the monomial `c x^a y^b`. -/
theorem pderiv_term (c : ℝ) (a b : ℕ) :
    pderiv 0 (C c * X 0 ^ a * X 1 ^ b : MvPolynomial (Fin 2) ℝ)
        = C (c * a) * X 0 ^ (a - 1) * X 1 ^ b ∧
    pderiv 1 (C c * X 0 ^ a * X 1 ^ b : MvPolynomial (Fin 2) ℝ)
        = C (c * b) * X 0 ^ a * X 1 ^ (b - 1) := by
  constructor
  · simp only [pderiv_mul, pderiv_C, pderiv_pow, pderiv_X_self,
      pderiv_X_of_ne (show (1 : Fin 2) ≠ 0 by decide), map_mul, map_natCast]
    ring
  · simp only [pderiv_mul, pderiv_C, pderiv_pow, pderiv_X_self,
      pderiv_X_of_ne (show (0 : Fin 2) ≠ 1 by decide), map_mul, map_natCast]
    ring
```

The first lemma evaluates c xᵃyᵇ, and the second differentiates it by the product and power rules. Subtraction of natural numbers stops at zero, so `a - 1` is 0 when a = 0; the coefficient `c * a` is then zero and the derivative is still correct.

```lean
/-- An additive property that holds for all monomials `c x^a y^b` with `a + b ≤ n`
holds for all polynomials of total degree at most `n`. -/
theorem degree_induction {P : MvPolynomial (Fin 2) ℝ → Prop} {n : ℕ}
    (hadd : ∀ p q, P p → P q → P (p + q)) (hzero : P 0)
    (hterm : ∀ (c : ℝ) (a b : ℕ), a + b ≤ n → P (C c * X 0 ^ a * X 1 ^ b))
    (p : MvPolynomial (Fin 2) ℝ) (hp : p.totalDegree ≤ n) : P p := by
  have key : P (∑ m ∈ p.support, monomial m (coeff m p)) := by
    refine Finset.sum_induction _ P hadd hzero ?_
    intro m hm
    have hdeg := le_totalDegree hm
    rw [Finsupp.sum_fintype _ _ (fun _ => rfl), Fin.sum_univ_two] at hdeg
    rw [monomial_eq, Finsupp.prod_fintype _ _ (fun _ => pow_zero _),
      Fin.prod_univ_two, ← mul_assoc]
    exact hterm _ _ _ (hdeg.trans hp)
  rwa [support_sum_monomial_coeff] at key
```

This is the step from monomials to polynomials. The property `P` must hold for zero, survive addition, and hold for every monomial with a + b ≤ n. The proof writes `p` as the sum of its monomials; `le_totalDegree` bounds the exponents of each one.

## The error formula

```lean
/-- For total degree at most 5, the signed corner sum is `4hk` times
`p_xy + (h²/6) p_xxxy + (k²/6) p_xyyy`. -/
theorem cornerSum_eq (p : MvPolynomial (Fin 2) ℝ) (hp : p.totalDegree ≤ 5)
    (h k x y : ℝ) :
    cornerSum p h k x y = 4 * h * k * (eval ![x, y] (mixed p)
      + h ^ 2 / 6 * eval ![x, y] (pderiv 0 (pderiv 0 (mixed p)))
      + k ^ 2 / 6 * eval ![x, y] (pderiv 1 (pderiv 1 (mixed p)))) := by
  refine degree_induction (n := 5) (P := fun p =>
    cornerSum p h k x y = 4 * h * k * (eval ![x, y] (mixed p)
      + h ^ 2 / 6 * eval ![x, y] (pderiv 0 (pderiv 0 (mixed p)))
      + k ^ 2 / 6 * eval ![x, y] (pderiv 1 (pderiv 1 (mixed p))))) ?_ ?_ ?_ p hp
  · intro p q h₁ h₂
    simp only [cornerSum, mixed, map_add] at h₁ h₂ ⊢
    linear_combination h₁ + h₂
  · simp [cornerSum, mixed]
  · -- both sides are explicit on monomials, leaving finitely many exponents
    intro c a b hab
    simp only [cornerSum, mixed, (pderiv_term _ _ _).1, (pderiv_term _ _ _).2, eval_term]
    have ha : a ≤ 5 := by omega
    have hb : b ≤ 5 := by omega
    interval_cases a <;> interval_cases b <;>
      first
        | omega
        | (simp only [Nat.reduceSub, Nat.cast_ofNat, Nat.cast_one, Nat.cast_zero]; ring)
```

This is the undivided identity for S, valid even for zero steps. The first two branches establish additivity and the zero case. On monomials the proof replaces the factorisation above by a finite check: `interval_cases` lists the exponents, `omega` discards pairs with a + b > 5, and `ring` verifies the polynomial identity for each remaining pair.

```lean
/-- For total degree at most 5 and nonzero steps, the four-corner estimate equals
`p_xy + (h²/6) p_xxxy + (k²/6) p_xyyy`. -/
theorem fourCorner_eq_with_error (p : MvPolynomial (Fin 2) ℝ) (hp : p.totalDegree ≤ 5)
    {h k : ℝ} (hh : h ≠ 0) (hk : k ≠ 0) (x y : ℝ) :
    fourCorner p h k x y = eval ![x, y] (mixed p)
      + h ^ 2 / 6 * eval ![x, y] (pderiv 0 (pderiv 0 (mixed p)))
      + k ^ 2 / 6 * eval ![x, y] (pderiv 1 (pderiv 1 (mixed p))) := by
  have hne : 4 * h * k ≠ 0 := mul_ne_zero (mul_ne_zero (by norm_num) hh) hk
  rw [fourCorner, cornerSum_eq p hp, mul_div_cancel_left₀ _ hne]
```

Dividing by 4hk gives the formula for D. The hypotheses `hh` and `hk` say that both coordinates are actually displaced, and they make the divisor nonzero.

## Exactness through cubic terms

```lean
/-- The fourth derivatives `p_xxxy` and `p_xyyy` of a polynomial of total degree
at most 3 vanish. -/
theorem fourth_derivatives_eq_zero (p : MvPolynomial (Fin 2) ℝ) (hp : p.totalDegree ≤ 3) :
    pderiv 0 (pderiv 0 (mixed p)) = 0 ∧ pderiv 1 (pderiv 1 (mixed p)) = 0 := by
  refine degree_induction (n := 3) (P := fun p =>
    pderiv 0 (pderiv 0 (mixed p)) = 0 ∧ pderiv 1 (pderiv 1 (mixed p)) = 0) ?_ ?_ ?_ p hp
  · intro p q h₁ h₂
    simp only [mixed, map_add] at h₁ h₂ ⊢
    exact ⟨by rw [h₁.1, h₂.1, add_zero], by rw [h₁.2, h₂.2, add_zero]⟩
  · simp [mixed]
  · intro c a b hab
    simp only [mixed, (pderiv_term _ _ _).1, (pderiv_term _ _ _).2]
    have ha : a ≤ 3 := by omega
    have hb : b ≤ 3 := by omega
    interval_cases a <;> interval_cases b <;> first | omega | simp
```

The same reduction to monomials shows that p_xxxy and p_xyyy are zero as polynomials, hence at every point.

```lean
/-- For a polynomial of total degree at most 3 and nonzero steps, the four-corner
estimate equals the mixed derivative at every point. -/
theorem fourCorner_exact (p : MvPolynomial (Fin 2) ℝ) (hp : p.totalDegree ≤ 3)
    {h k : ℝ} (hh : h ≠ 0) (hk : k ≠ 0) (x y : ℝ) :
    fourCorner p h k x y = eval ![x, y] (mixed p) := by
  obtain ⟨h₁, h₂⟩ := fourth_derivatives_eq_zero p hp
  rw [fourCorner_eq_with_error p (by omega) hh hk, h₁, h₂]
  simp
```

Substituting these zeros into the error formula proves the main claim. For a two-coordinate surface that is exactly a polynomial of degree at most 3, the coupling force constant obtained from four exact energies therefore has no truncation error, and the reference point need not be a minimum.

## The quartic x³y and the criterion at a point

```lean
/-- For `p = x³y` at the origin and nonzero steps, the four-corner estimate is `h²`, while the mixed
derivative is zero. -/
theorem fourCorner_cubic_times_linear {h k : ℝ} (hh : h ≠ 0) (hk : k ≠ 0) :
    fourCorner (C 1 * X 0 ^ 3 * X 1 ^ 1) h k 0 0 = h ^ 2 ∧
    eval ![0, 0] (mixed (C 1 * X 0 ^ 3 * X 1 ^ 1)) = 0 := by
  have hne : 4 * h * k ≠ 0 := mul_ne_zero (mul_ne_zero (by norm_num) hh) hk
  constructor
  · simp only [fourCorner, cornerSum, eval_term]
    rw [div_eq_iff hne]
    ring
  · rw [mixed, (pderiv_term _ _ _).2, (pderiv_term _ _ _).1, eval_term]
    norm_num
```

The polynomial x³y is written as `C 1 * X 0 ^ 3 * X 1 ^ 1` to match the monomial lemmas. The first part evaluates the four corners and clears the denominator; the second differentiates and sets x = 0. Total degree 3 in the main theorem thus cannot be raised to 4.

```lean
/-- For total degree at most 5, the four-corner estimate at a point is exact for all
nonzero steps if and only if `p_xxxy` and `p_xyyy` vanish at that point. -/
theorem fourCorner_exact_iff (p : MvPolynomial (Fin 2) ℝ) (hp : p.totalDegree ≤ 5)
    (x y : ℝ) :
    (∀ h k : ℝ, h ≠ 0 → k ≠ 0 → fourCorner p h k x y = eval ![x, y] (mixed p)) ↔
      eval ![x, y] (pderiv 0 (pderiv 0 (mixed p))) = 0 ∧
      eval ![x, y] (pderiv 1 (pderiv 1 (mixed p))) = 0 := by
  constructor
  · intro H
    -- two choices of steps separate the two error terms
    have e₁ := H 1 1 one_ne_zero one_ne_zero
    have e₂ := H 2 1 two_ne_zero one_ne_zero
    rw [fourCorner_eq_with_error p hp one_ne_zero one_ne_zero] at e₁
    rw [fourCorner_eq_with_error p hp two_ne_zero one_ne_zero] at e₂
    constructor <;> linarith
  · rintro ⟨h₁, h₂⟩ h k hh hk
    rw [fourCorner_eq_with_error p hp hh hk, h₁, h₂]
    ring

end

end MixedDerivativeStencil
```

The forward direction uses the step pairs (1, 1) and (2, 1), and `linarith` solves the two linear equations for A and B. The reverse direction substitutes A = B = 0. The quantifier over all steps matters: for x³y − xy³ at the origin the error is h² − k², which vanishes when h = k although neither fourth derivative does.

```lean
#print axioms MixedDerivativeStencil.fourCorner_exact
#print axioms MixedDerivativeStencil.fourCorner_cubic_times_linear
#print axioms MixedDerivativeStencil.fourCorner_exact_iff
```

```
'MixedDerivativeStencil.fourCorner_exact' depends on axioms: [propext, Classical.choice, Quot.sound]
'MixedDerivativeStencil.fourCorner_cubic_times_linear' depends on axioms: [propext, Classical.choice, Quot.sound]
'MixedDerivativeStencil.fourCorner_exact_iff' depends on axioms: [propext, Classical.choice, Quot.sound]
```
